# The ground energy of a two-state system with nonzero level spacing solves a quadratic equation but is not a rational function of the coupling

## A square root that no polynomial can supply

Two states with energies 0 and 1, coupled by a real $s$, have the ground energy
$$E(s)=\frac{1-\sqrt{1+4s^2}}{2}.$$
Suppose that $E$ were a polynomial $p$. Then $(2p-1)^2=1+4s^2$, so $2p-1$ would have degree one, say $2p-1=as+b$. Comparing coefficients gives $a^2=4$, $ab=0$ and $b^2=1$, which is impossible. Allowing a denominator changes little, because the denominator cancels.

## Energy levels at general spacing

Let the two states have energies $0$ and $\Delta$ before they are coupled. Here "level spacing" means this $\Delta$, which may have either sign, and not the gap $\sqrt{\Delta^2+4s^2}$ between the eigenvalues of
$$H=\begin{pmatrix}0&s\\ s&\Delta\end{pmatrix}.$$
For amplitudes $v_0,v_1$ and energy $\mu$, the eigenvalue equations are
$$s v_1=\mu v_0,\qquad s v_0+\Delta v_1=\mu v_1 .$$
Eliminating either amplitude leaves $(\mu^2-\Delta\mu-s^2)$ times the other equal to zero. Since $v\neq0$,
$$\mu^2-\Delta\mu-s^2=0 .$$
Conversely, if $s\ne0$, each root $\mu$ has the normalised eigenvector $(s,\mu)/\sqrt{s^2+\mu^2}$. If $s=0$, the roots are $0$ and $\Delta$, with the basis states as eigenvectors.

Completing the square gives $(2\mu-\Delta)^2=\Delta^2+4s^2$, so $2\mu-\Delta\ge-\sqrt{\Delta^2+4s^2}$. The lowest level is therefore
$$E(\Delta,s)=\frac{\Delta-\sqrt{\Delta^2+4s^2}}{2}.$$

## Rational agreement at finitely many couplings

Let $\Delta\neq0$, meaning that the uncoupled states are not degenerate. Suppose that real polynomials $p,q$ with $q\ne0$ satisfy $q(s)E(\Delta,s)=p(s)$ at infinitely many $s$. Multiplying the quadratic equation for $E$ by $4q^2$ and completing the square gives, at those couplings,
$$(2p-\Delta q)^2=(\Delta^2+4s^2)\,q^2 .$$
Two polynomials that agree at infinitely many points are identical, so this is an identity. Hence $q^2$ divides $(2p-\Delta q)^2$, and $q$ divides $2p-\Delta q$. Write $2p-\Delta q=tq$ and cancel $q^2$. With $X$ for the coupling as a polynomial variable, this leaves
$$t^2=\Delta^2+4X^2 .$$
So $t=aX+b$. The values at $0$, $1$ and $-1$ give
$$b^2=\Delta^2,\qquad (a+b)^2=\Delta^2+4,\qquad (b-a)^2=\Delta^2+4 .$$
Subtracting the last two gives $ab=0$. If $a=0$, then $\Delta^2=\Delta^2+4$; if $b=0$, then $\Delta=0$. Both are impossible.

At $\Delta=0$ the ground energy is $-|s|$, which equals the polynomial $-s$ for every $s\ge0$.

For resummation in this two-state model with $\Delta\ne0$, a Padé approximant in $s$, being a ratio of polynomials, cannot reproduce the ground energy exactly on any interval of positive length, whereas the quadratic equation $\mu^2-\Delta\mu-s^2=0$ has it as a root at every coupling.

## What the Lean statements say

`hamiltonian Δ s` is the real matrix $H$, with indices 0 and 1 for the two states, and `groundEnergy Δ s` is the closed formula. `groundEnergy_isLeast` identifies that formula with the least eigenvalue. Polynomials in the coupling have type `ℝ[X]`, and `q.eval s` is $q(s)$.

`rational_agreement_finite` says that, for $\Delta\ne0$ and $q\ne0$, the set of real $s$ with $q(s)E(\Delta,s)=p(s)$ is finite. `quadratic_exact_rational_never` takes $\Delta=1$: the quadratic relation holds at every coupling, and no such pair $p,q$ works at every coupling. The theorems concern exact equality in a two-state model; they give no error estimate for Padé approximants and do not treat larger matrices.

## The Lean file

```lean
import Mathlib

open Polynomial Matrix

namespace TwoStateResummation

noncomputable section

/-- The two-state Hamiltonian with level spacing `Δ` and coupling `s`. -/
def hamiltonian (Δ s : ℝ) : Matrix (Fin 2) (Fin 2) ℝ := !![0, s; s, Δ]

/-- The closed formula for the ground energy as a function of spacing and coupling. -/
def groundEnergy (Δ s : ℝ) : ℝ := (Δ - Real.sqrt (Δ ^ 2 + 4 * s ^ 2)) / 2

/-- The eigenvalue equation of the two-state Hamiltonian, written out in amplitudes. -/
theorem eigen_iff (Δ s μ : ℝ) (v : Fin 2 → ℝ) :
    hamiltonian Δ s *ᵥ v = μ • v ↔
      s * v 1 = μ * v 0 ∧ s * v 0 + Δ * v 1 = μ * v 1 := by
  have e0 : (hamiltonian Δ s *ᵥ v) 0 = s * v 1 := by
    simp [hamiltonian, Matrix.mulVec, dotProduct, Fin.sum_univ_two]
  have e1 : (hamiltonian Δ s *ᵥ v) 1 = s * v 0 + Δ * v 1 := by
    simp [hamiltonian, Matrix.mulVec, dotProduct, Fin.sum_univ_two]
  rw [funext_iff, Fin.forall_fin_two, e0, e1]
  simp only [Pi.smul_apply, smul_eq_mul]

/-- Secular equation: `μ` is an energy level of the two-state Hamiltonian exactly when
`μ² - Δ μ - s² = 0`. -/
theorem secular_equation (Δ s μ : ℝ) :
    (∃ v : Fin 2 → ℝ, v ≠ 0 ∧ hamiltonian Δ s *ᵥ v = μ • v) ↔
      μ ^ 2 - Δ * μ - s ^ 2 = 0 := by
  constructor
  · rintro ⟨v, hv, h⟩
    obtain ⟨h0, h1⟩ := (eigen_iff Δ s μ v).mp h
    by_contra hne
    -- eliminating one amplitude leaves the secular polynomial times the other
    have a0 : (μ ^ 2 - Δ * μ - s ^ 2) * v 0 = 0 := by
      linear_combination (Δ - μ) * h0 - s * h1
    have a1 : (μ ^ 2 - Δ * μ - s ^ 2) * v 1 = 0 := by
      linear_combination (-s) * h0 - μ * h1
    exact hv (funext (Fin.forall_fin_two.mpr
      ⟨(mul_eq_zero.mp a0).resolve_left hne, (mul_eq_zero.mp a1).resolve_left hne⟩))
  · intro h
    by_cases hs : s = 0
    · -- without coupling the basis states are eigenstates
      subst hs
      have hμ : μ * (μ - Δ) = 0 := by linear_combination h
      rcases mul_eq_zero.mp hμ with h0 | h0
      · refine ⟨![1, 0], fun hz => absurd (congrFun hz 0) (by simp),
          (eigen_iff _ _ _ _).mpr ⟨?_, ?_⟩⟩
        · show (0 : ℝ) * 0 = μ * 1
          linear_combination -h0
        · show (0 : ℝ) * 1 + Δ * 0 = μ * 0
          ring
      · refine ⟨![0, 1], fun hz => absurd (congrFun hz 1) (by simp),
          (eigen_iff _ _ _ _).mpr ⟨?_, ?_⟩⟩
        · show (0 : ℝ) * 1 = μ * 0
          ring
        · show (0 : ℝ) * 0 + Δ * 1 = μ * 1
          linear_combination -h0
    · refine ⟨![s, μ], fun hz => hs (congrFun hz 0),
        (eigen_iff _ _ _ _).mpr ⟨?_, ?_⟩⟩
      · show s * μ = μ * s
        ring
      · show s * s + Δ * μ = μ * μ
        linear_combination -h

/-- The ground energy satisfies a quadratic equation with polynomial coefficients in the
coupling. -/
theorem groundEnergy_quadratic (Δ s : ℝ) :
    groundEnergy Δ s ^ 2 - Δ * groundEnergy Δ s - s ^ 2 = 0 := by
  have h := Real.sq_sqrt (show 0 ≤ Δ ^ 2 + 4 * s ^ 2 by positivity)
  unfold groundEnergy
  linear_combination h / 4

/-- The closed formula gives the lowest eigenvalue of the two-state Hamiltonian. -/
theorem groundEnergy_isLeast (Δ s : ℝ) :
    IsLeast {μ : ℝ | ∃ v : Fin 2 → ℝ, v ≠ 0 ∧ hamiltonian Δ s *ᵥ v = μ • v}
      (groundEnergy Δ s) := by
  refine ⟨(secular_equation _ _ _).mpr (groundEnergy_quadratic Δ s), ?_⟩
  intro μ hμ
  have h := (secular_equation Δ s μ).mp hμ
  have hsq : (2 * μ - Δ) ^ 2 ≤ Δ ^ 2 + 4 * s ^ 2 := by linarith
  have hb := (abs_le.mp (Real.abs_le_sqrt hsq)).1
  unfold groundEnergy
  linarith

/-- For nonzero spacing, `Δ² + 4 X²` is not the square of a ratio of real polynomials:
`r² = (Δ² + 4 X²) q²` forces `q = 0`. -/
theorem discriminant_not_square {Δ : ℝ} (hΔ : Δ ≠ 0) {r q : ℝ[X]}
    (h : r ^ 2 = (C (Δ ^ 2) + C 4 * X ^ 2) * q ^ 2) : q = 0 := by
  by_contra hq
  have hd : q ∣ r :=
    (IsIntegrallyClosed.pow_dvd_pow_iff two_ne_zero).mp (Dvd.intro_left _ h.symm)
  obtain ⟨t, rfl⟩ := hd
  have ht : t ^ 2 = C (Δ ^ 2) + C 4 * X ^ 2 := by
    apply mul_right_cancel₀ (pow_ne_zero 2 hq)
    rw [← h]
    ring
  -- the quotient is a polynomial of degree at most one
  have hdeg : (t ^ 2).natDegree ≤ 2 := by
    rw [ht]
    compute_degree
  rw [natDegree_pow] at hdeg
  obtain ⟨a, b, hab⟩ := exists_eq_X_add_C_of_natDegree_le_one
    (show t.natDegree ≤ 1 by omega)
  rw [hab] at ht
  -- three sample points exclude such a square root
  have e0 := congrArg (eval 0) ht
  have e1 := congrArg (eval 1) ht
  have e2 := congrArg (eval (-1)) ht
  simp only [eval_add, eval_mul, eval_pow, eval_C, eval_X] at e0 e1 e2
  have hprod : a * b = 0 := by linear_combination (e1 - e2) / 4
  rcases mul_eq_zero.mp hprod with h0 | h0
  · rw [h0] at e0 e1
    linarith
  · rw [h0] at e0
    have hz : Δ ^ 2 = 0 := by linarith
    exact hΔ (by simpa using hz)

/-- For nonzero level spacing, the relation `q(s) E(s) = p(s)` with real polynomials and
`q ≠ 0` holds at only finitely many couplings. -/
theorem rational_agreement_finite {Δ : ℝ} (hΔ : Δ ≠ 0) (p q : ℝ[X]) (hq : q ≠ 0) :
    {s : ℝ | q.eval s * groundEnergy Δ s = p.eval s}.Finite := by
  by_contra hinf
  apply hq
  apply discriminant_not_square hΔ (r := C 2 * p - C Δ * q)
  -- agreement at infinitely many couplings becomes a polynomial identity
  refine Polynomial.eq_of_infinite_eval_eq _ _ (Set.Infinite.mono ?_ hinf)
  intro s hs
  have hE := groundEnergy_quadratic Δ s
  simp only [Set.mem_ofPred_eq] at hs ⊢
  simp only [eval_sub, eval_add, eval_mul, eval_pow, eval_C, eval_X]
  rw [← hs]
  linear_combination 4 * (q.eval s) ^ 2 * hE

/-- At unit spacing the ground energy obeys `E² - E - s² = 0` at every coupling, while no
real polynomials `p`, `q` with `q ≠ 0` satisfy `q(s) E(s) = p(s)` at every coupling. -/
theorem quadratic_exact_rational_never :
    (∀ s : ℝ, groundEnergy 1 s ^ 2 - groundEnergy 1 s - s ^ 2 = 0) ∧
      ¬ ∃ p q : ℝ[X], q ≠ 0 ∧ ∀ s : ℝ, q.eval s * groundEnergy 1 s = p.eval s := by
  constructor
  · intro s
    linear_combination groundEnergy_quadratic 1 s
  · rintro ⟨p, q, hq, h⟩
    exact Set.infinite_univ
      ((rational_agreement_finite one_ne_zero p q hq).subset fun s _ => h s)

/-- At zero level spacing the polynomial `-s` agrees with the ground energy at infinitely
many couplings. -/
theorem degenerate_agreement_infinite :
    {s : ℝ | groundEnergy 0 s = (-X : ℝ[X]).eval s}.Infinite := by
  refine (Set.Ici_infinite (0 : ℝ)).mono ?_
  intro s hs
  have hs0 : 0 ≤ s := hs
  have hr : Real.sqrt ((0 : ℝ) ^ 2 + 4 * s ^ 2) = 2 * s := by
    rw [show (0 : ℝ) ^ 2 + 4 * s ^ 2 = (2 * s) ^ 2 by ring]
    exact Real.sqrt_sq (by linarith)
  simp only [Set.mem_ofPred_eq, groundEnergy, hr, eval_neg, eval_X]
  ring

end

end TwoStateResummation
```

```lean
#print axioms TwoStateResummation.groundEnergy_quadratic
#print axioms TwoStateResummation.groundEnergy_isLeast
#print axioms TwoStateResummation.quadratic_exact_rational_never
#print axioms TwoStateResummation.degenerate_agreement_infinite
```

```
'TwoStateResummation.groundEnergy_quadratic' depends on axioms: [propext, Classical.choice, Quot.sound]
'TwoStateResummation.groundEnergy_isLeast' depends on axioms: [propext, Classical.choice, Quot.sound]
'TwoStateResummation.quadratic_exact_rational_never' depends on axioms: [propext, Classical.choice, Quot.sound]
'TwoStateResummation.degenerate_agreement_infinite' depends on axioms: [propext, Classical.choice, Quot.sound]
```

## How the proof follows the algebra

`eigen_iff` writes out the two amplitude equations. In `secular_equation`, the first two `linear_combination` calls carry out the eliminations, and the converse supplies the eigenvectors, using the unnormalised `![s, μ]` when $s\ne0$. `groundEnergy_quadratic` follows from squaring the square root, and `groundEnergy_isLeast` uses `Real.abs_le_sqrt` for the lower bound.

`discriminant_not_square` holds the central argument. `IsIntegrallyClosed.pow_dvd_pow_iff` passes from divisibility of squares to $q\mid r$, a degree bound gives $t=aX+b$, and `e0`, `e1`, `e2` are the three evaluations.

`rational_agreement_finite` applies this lemma with $r=2p-\Delta q$; `Polynomial.eq_of_infinite_eval_eq` turns agreement at infinitely many couplings into the polynomial identity. The unit-spacing theorem follows because the real line is infinite. `degenerate_agreement_infinite` evaluates the square root as $2s$ on the half-line $s\ge0$, showing that the finiteness result fails at zero spacing.
